# For equal total cation and anion valences, nonnegative integer bond orders obeying the valence sum rule exist exactly when the Hall condition holds

## A chain of four atoms with balanced charge and no solution

Take two cations and two anions, each pair numbered 0 and 1, in a chain with three bonds: cation 0 to anion 0, cation 1 to anion 0, and cation 1 to anion 1. Let the cations have valences 2 and 1, and the anions valences 1 and 2. Both totals are 3, so the charges balance.

Write $s_{ij}$ for the order of the bond between cation $i$ and anion $j$. Cation 0 has one bond only, so $s_{00}=2$. Anion 0 requires $s_{00}+s_{10}=1$, which gives $s_{10}=-1$. No assignment of natural numbers works. The obstruction is local: cation 0 has two units of valence to place, and the anions within its reach can take only one.

## Valence sums on a bond graph

In the bond valence description of an ionic or polar compound, every bond joins a cation to an anion and carries a number. The valence sum rule says that the numbers at each atom add up to that atom's valence, usually the magnitude of its oxidation state. The question is whether a given connectivity and given integer valences admit whole-number bond orders at all.

Let $C$ and $A$ be the finite sets of cations and anions, $N(i)\subseteq A$ the set of anions bonded to cation $i$, and $p_i$, $q_j$ the natural valences of cation $i$ and anion $j$. We look for $s_{ij}\in\{0,1,2,\dots\}$ with

$$s_{ij}=0 \text{ if } j\notin N(i),\qquad \sum_{j} s_{ij}=p_i,\qquad \sum_i s_{ij}=q_j .$$

A bond of the graph may receive the value zero. "Bond order" here means such a natural number, not the computed bond order of molecular orbital theory, which can be fractional.

For a finite bond graph, a single set of cations that violates the condition below shows that the assigned valences don't fit the connectivity. This can expose a wrongly assigned valence or a missing bond in a structural model, even when the total charges balance. The test uses only the connectivity and the valences, no distances or energies.

## The condition and its Lean form

For a set $S$ of cations let $N(S)=\bigcup_{i\in S}N(i)$. The Hall condition is

$$\sum_{i\in S}p_i\le\sum_{j\in N(S)}q_j\qquad\text{for every } S\subseteq C .$$

The main theorem, `integer_bond_orders_iff_hall`, says that if $\sum_i p_i=\sum_j q_j$, then natural bond orders obeying the valence sum rule exist exactly when this condition holds.

In Lean, `C` and `A` are finite types and the graph is a map `N : C → Finset A`, so bonds within one class can't occur. `ValenceSumRule N p q s` collects the three requirements on $s$. Its values may lie in any additive commutative monoid, so one definition serves natural and real numbers; for real values, nonnegativity is a separate hypothesis. `HallCondition N p q` is the displayed inequality, with `S.biUnion N` for $N(S)$. It weights each atom by its valence, whereas the textbook marriage condition counts vertices.

The hypothesis `hpq` of equal totals stands for charge neutrality. It is used only to pass from the Hall condition to bond orders, and there it matters only that the anion total does not exceed the cation total: the choice $S=C$ already gives the opposite inequality.

Two further theorems compare descriptions. Nonnegative real bond valences exist exactly when natural bond orders do, with no separate assumption on the totals. For equal totals, the condition on sets of cations is also equivalent to the same condition on sets of anions.

The step to a real compound that the hypotheses leave open is that its bonding obeys the sum rule exactly on the assigned graph. The theorems concern existence and do not select the values that a structure adopts.

## Why a solution forces the inequalities

Summing any solution over all pairs in both orders gives

$$\sum_i p_i=\sum_i\sum_j s_{ij}=\sum_j\sum_i s_{ij}=\sum_j q_j ,$$

so equal totals are necessary.

Now let $s_{ij}\ge 0$ be real and let $S$ be a set of cations. All bonds of a cation in $S$ end in $N(S)$, hence

$$\sum_{i\in S}p_i=\sum_{i\in S}\sum_{j\in N(S)}s_{ij}=\sum_{j\in N(S)}\sum_{i\in S}s_{ij}\le\sum_{j\in N(S)}\sum_{i\in C}s_{ij}=\sum_{j\in N(S)}q_j .$$

The inequality adds the bonds from cations outside $S$, which are nonnegative. The chain shows what sign does here: with $s_{00}=2$, $s_{10}=-1$, $s_{11}=2$ all sums are met, yet $S=\{0\}$ would need $2\le 1$.

## Pairing units of valence

Conversely, assume the Hall condition. Split cation $i$ into $p_i$ units and anion $j$ into $q_j$ units, and let a cation unit be compatible with an anion unit when their atoms are bonded.

Take any set $T$ of cation units, and let $S$ be the set of cations to which they belong. Then

$$|T|\le\sum_{i\in S}p_i\le\sum_{j\in N(S)}q_j ,$$

and the right-hand side is the number of anion units compatible with at least one member of $T$. This is the hypothesis of Hall's marriage theorem, which therefore assigns to every cation unit a compatible anion unit, with no anion unit used twice.

Let $s_{ij}$ be the number of units of cation $i$ assigned to units of anion $j$. Then $s_{ij}=0$ off the bonds. Every unit of cation $i$ is assigned once, so $\sum_j s_{ij}=p_i$. Anion $j$ has only $q_j$ units, so $\sum_i s_{ij}\le q_j$.

Finally, equal totals give

$$\sum_j\Big(q_j-\sum_i s_{ij}\Big)=\sum_j q_j-\sum_i p_i=0 .$$

Every term on the left is nonnegative, so every term vanishes and the anion sums are met as well.

## From real values to integers, and from cations to anions

If nonnegative real bond valences obey the sum rule for natural $p_i$ and $q_j$, the totals are equal and the Hall condition holds, so natural bond orders exist. In the other direction, natural numbers are nonnegative reals. For instance, if Pauling's electrostatic strengths, cation charge divided by coordination number, meet all anion sums, then a whole-number solution exists on the same graph, possibly with zeros on some bonds.

For the anion form, exchange the two indices. The transposed array $s_{ij}$ solves the problem with the roles of the classes reversed, so the two existence questions have the same answer, and for equal totals each is equivalent to its own Hall condition.

## The complete Lean development

```lean
import Mathlib

open Finset

namespace IntegerBondOrders

variable {C A : Type*} [Fintype C] [Fintype A]

/-- The valence sum rule: `s i j` vanishes unless anion `j` is bonded to cation `i`, and the
values at each atom add up to its valence, `p i` for cations and `q j` for anions. -/
structure ValenceSumRule {R : Type*} [AddCommMonoid R] (N : C → Finset A)
    (p : C → R) (q : A → R) (s : C → A → R) : Prop where
  off_bond : ∀ i j, j ∉ N i → s i j = 0
  cation : ∀ i, ∑ j, s i j = p i
  anion : ∀ j, ∑ i, s i j = q j

/-- The cations bonded to anion `j`. -/
def bondedCations [DecidableEq A] (N : C → Finset A) (j : A) : Finset C :=
  univ.filter fun i => j ∈ N i

/-- The Hall condition: every set `S` of cations has total valence at most that of the anions
bonded to at least one member of `S`. -/
def HallCondition {C A : Type*} [DecidableEq A] (N : C → Finset A)
    (p : C → ℕ) (q : A → ℕ) : Prop :=
  ∀ S : Finset C, ∑ i ∈ S, p i ≤ ∑ j ∈ S.biUnion N, q j

/-- If some edge values obey the valence sum rule, the total cation valence equals the total
anion valence. -/
theorem total_valence_eq {R : Type*} [AddCommMonoid R] {N : C → Finset A}
    {p : C → R} {q : A → R} {s : C → A → R} (h : ValenceSumRule N p q s) :
    ∑ i, p i = ∑ j, q j :=
  (Finset.sum_congr rfl fun i _ => (h.cation i).symm).trans
    (Finset.sum_comm.trans (Finset.sum_congr rfl fun j _ => h.anion j))

variable [DecidableEq A]

/-- Nonnegative real bond valences that obey the valence sum rule for natural atomic valences
force the Hall condition. -/
theorem hall_of_real_valences {N : C → Finset A} {p : C → ℕ} {q : A → ℕ} {s : C → A → ℝ}
    (hs : ∀ i j, 0 ≤ s i j)
    (h : ValenceSumRule N (fun i => (p i : ℝ)) (fun j => (q j : ℝ)) s) :
    HallCondition N p q := by
  intro S
  have key : ∑ i ∈ S, (p i : ℝ) ≤ ∑ j ∈ S.biUnion N, (q j : ℝ) := by
    calc ∑ i ∈ S, (p i : ℝ) = ∑ i ∈ S, ∑ j ∈ S.biUnion N, s i j := by
          -- all bonds of a cation in S end on anions adjacent to S
          refine Finset.sum_congr rfl fun i hi => (h.cation i).symm.trans ?_
          symm
          apply Finset.sum_subset (Finset.subset_univ _)
          intro j _ hj
          exact h.off_bond i j fun hij => hj (Finset.mem_biUnion.2 ⟨i, hi, hij⟩)
      _ = ∑ j ∈ S.biUnion N, ∑ i ∈ S, s i j := Finset.sum_comm
      _ ≤ ∑ j ∈ S.biUnion N, (q j : ℝ) := Finset.sum_le_sum fun j _ =>
          (Finset.sum_le_sum_of_subset_of_nonneg (Finset.subset_univ S)
            (fun i _ _ => hs i j)).trans (h.anion j).le
  exact_mod_cast key

/-- Under the Hall condition there are natural bond orders that saturate every cation and whose sum
at each anion is at most its valence. -/
theorem exists_saturating_cations {N : C → Finset A} {p : C → ℕ} {q : A → ℕ}
    (h : HallCondition N p q) :
    ∃ s : C → A → ℕ, (∀ i j, j ∉ N i → s i j = 0) ∧
      (∀ i, ∑ j, s i j = p i) ∧ ∀ j, ∑ i, s i j ≤ q j := by
  classical
  -- split every atom into unit valences and check the marriage condition for the units
  have key : ∀ T : Finset (Σ i, Fin (p i)), T.card ≤
      (T.biUnion fun x => (N x.1).sigma fun j => (univ : Finset (Fin (q j)))).card := by
    intro T
    calc T.card ≤ ((T.image Sigma.fst).sigma fun i => (univ : Finset (Fin (p i)))).card :=
          Finset.card_le_card fun x hx =>
            Finset.mem_sigma.2 ⟨Finset.mem_image_of_mem _ hx, Finset.mem_univ _⟩
      _ = ∑ i ∈ T.image Sigma.fst, p i := by
          rw [Finset.card_sigma]
          simp only [Finset.card_univ, Fintype.card_fin]
      _ ≤ ∑ j ∈ (T.image Sigma.fst).biUnion N, q j := h _
      _ = (((T.image Sigma.fst).biUnion N).sigma
            fun j => (univ : Finset (Fin (q j)))).card := by
          rw [Finset.card_sigma]
          simp only [Finset.card_univ, Fintype.card_fin]
      _ ≤ _ := Finset.card_le_card (by
          rintro ⟨j, b⟩ hy
          obtain ⟨i, hi, hj⟩ := Finset.mem_biUnion.1 (Finset.mem_sigma.1 hy).1
          obtain ⟨x, hx, rfl⟩ := Finset.mem_image.1 hi
          exact Finset.mem_biUnion.2
            ⟨x, hx, Finset.mem_sigma.2 ⟨hj, Finset.mem_univ _⟩⟩)
  obtain ⟨f, hf, hmem⟩ :=
    (Finset.all_card_le_biUnion_card_iff_exists_injective _).1 key
  -- the bond order counts the units of i that are paired with units of j
  refine ⟨fun i j => (univ.filter fun a : Fin (p i) => (f ⟨i, a⟩).1 = j).card,
    fun i j hj => ?_, fun i => ?_, fun j => ?_⟩
  · exact Finset.card_eq_zero.2 (Finset.filter_eq_empty_iff.2 fun a _ ha =>
      hj (by rw [← ha]; exact (Finset.mem_sigma.1 (hmem ⟨i, a⟩)).1))
  · have hc := Finset.card_eq_sum_card_fiberwise (s := (univ : Finset (Fin (p i))))
      (t := (univ : Finset A)) (f := fun a => (f ⟨i, a⟩).1) (fun a _ => by simp)
    exact hc.symm.trans (by simp)
  · calc ∑ i, (univ.filter fun a : Fin (p i) => (f ⟨i, a⟩).1 = j).card
        = ((univ : Finset C).sigma fun i =>
            univ.filter fun a : Fin (p i) => (f ⟨i, a⟩).1 = j).card :=
          (Finset.card_sigma _ _).symm
      _ ≤ (({j} : Finset A).sigma fun k => (univ : Finset (Fin (q k)))).card := by
          refine Finset.card_le_card_of_injOn f ?_ hf.injOn
          rintro ⟨i, a⟩ hx
          simp only [Finset.mem_coe, Finset.mem_sigma, Finset.mem_filter,
            Finset.mem_univ, true_and] at hx
          simp only [Finset.mem_coe, Finset.mem_sigma, Finset.mem_singleton,
            Finset.mem_univ, and_true]
          exact hx
      _ = q j := by
          rw [Finset.card_sigma]
          simp

/-- For natural atomic valences with equal cation and anion totals, natural bond orders (zero
allowed) obeying the valence sum rule exist exactly when the Hall condition holds. -/
theorem integer_bond_orders_iff_hall {N : C → Finset A} {p : C → ℕ} {q : A → ℕ}
    (hpq : ∑ i, p i = ∑ j, q j) :
    (∃ s : C → A → ℕ, ValenceSumRule N p q s) ↔ HallCondition N p q := by
  constructor
  · rintro ⟨s, h⟩
    refine hall_of_real_valences (s := fun i j => (s i j : ℝ))
      (fun i j => Nat.cast_nonneg _) ⟨fun i j hj => ?_, fun i => ?_, fun j => ?_⟩
    · exact_mod_cast h.off_bond i j hj
    · exact_mod_cast h.cation i
    · exact_mod_cast h.anion j
  · intro h
    obtain ⟨s, h0, hc, ha⟩ := exists_saturating_cations h
    -- equal totals leave no anion unsaturated
    have htot : ∑ j, ∑ i, s i j = ∑ j, q j := by
      rw [Finset.sum_comm, ← hpq]
      exact Finset.sum_congr rfl fun i _ => hc i
    exact ⟨s, h0, hc, fun j =>
      (Finset.sum_eq_sum_iff_of_le fun j _ => ha j).1 htot j (Finset.mem_univ j)⟩

/-- For natural atomic valences, nonnegative real bond valences obeying the valence sum rule
exist exactly when natural bond orders obeying it exist. -/
theorem real_valences_iff_integer_bond_orders {N : C → Finset A} {p : C → ℕ} {q : A → ℕ} :
    (∃ s : C → A → ℝ, (∀ i j, 0 ≤ s i j) ∧
      ValenceSumRule N (fun i => (p i : ℝ)) (fun j => (q j : ℝ)) s) ↔
    ∃ s : C → A → ℕ, ValenceSumRule N p q s := by
  constructor
  · rintro ⟨s, hs, h⟩
    have hpq : ∑ i, p i = ∑ j, q j := by exact_mod_cast total_valence_eq h
    exact (integer_bond_orders_iff_hall hpq).2 (hall_of_real_valences hs h)
  · rintro ⟨s, h⟩
    refine ⟨fun i j => (s i j : ℝ), fun i j => Nat.cast_nonneg _,
      fun i j hj => ?_, fun i => ?_, fun j => ?_⟩
    · exact_mod_cast h.off_bond i j hj
    · exact_mod_cast h.cation i
    · exact_mod_cast h.anion j

/-- For equal class totals, the Hall condition on sets of cations is equivalent to the Hall
condition on sets of anions. -/
theorem hall_cations_iff_hall_anions [DecidableEq C] {N : C → Finset A}
    {p : C → ℕ} {q : A → ℕ} (hpq : ∑ i, p i = ∑ j, q j) :
    HallCondition N p q ↔ HallCondition (bondedCations N) q p := by
  rw [← integer_bond_orders_iff_hall hpq, ← integer_bond_orders_iff_hall hpq.symm]
  constructor
  · rintro ⟨s, h⟩
    exact ⟨fun j i => s i j, fun j i hi => h.off_bond i j fun hj =>
      hi (Finset.mem_filter.2 ⟨Finset.mem_univ i, hj⟩), h.anion, h.cation⟩
  · rintro ⟨s, h⟩
    exact ⟨fun i j => s j i, fun i j hj => h.off_bond j i fun hi =>
      hj (Finset.mem_filter.1 hi).2, h.anion, h.cation⟩

/-- Equal totals alone do not suffice: in the chain with bonds 0-0, 1-0 and 1-1 (cation first),
cation valences 2, 1 and anion valences 1, 2 have equal totals but admit no natural bond
orders. -/
theorem equal_totals_not_sufficient :
    (∑ i, (![2, 1] : Fin 2 → ℕ) i = ∑ j, (![1, 2] : Fin 2 → ℕ) j) ∧
    ¬ ∃ s : Fin 2 → Fin 2 → ℕ,
      ValenceSumRule (![{0}, {0, 1}] : Fin 2 → Finset (Fin 2)) ![2, 1] ![1, 2] s := by
  refine ⟨by simp [Fin.sum_univ_two], ?_⟩
  rintro ⟨s, h⟩
  -- cation 0 would have to place both its valence units on anion 0
  have h0 : s 0 1 = 0 := h.off_bond 0 1 (by simp)
  have h1 : s 0 0 + s 0 1 = 2 := (Fin.sum_univ_two _).symm.trans (h.cation 0)
  have h2 : s 0 0 + s 1 0 = 1 :=
    (Fin.sum_univ_two fun i => s i 0).symm.trans (h.anion 0)
  omega

end IntegerBondOrders
```

```lean
#print axioms IntegerBondOrders.integer_bond_orders_iff_hall
#print axioms IntegerBondOrders.real_valences_iff_integer_bond_orders
#print axioms IntegerBondOrders.hall_cations_iff_hall_anions
#print axioms IntegerBondOrders.equal_totals_not_sufficient
```

```
'IntegerBondOrders.integer_bond_orders_iff_hall' depends on axioms: [propext, Classical.choice, Quot.sound]
'IntegerBondOrders.real_valences_iff_integer_bond_orders' depends on axioms: [propext, Classical.choice, Quot.sound]
'IntegerBondOrders.hall_cations_iff_hall_anions' depends on axioms: [propext, Classical.choice, Quot.sound]
'IntegerBondOrders.equal_totals_not_sufficient' depends on axioms: [propext, Classical.choice, Quot.sound]
```

## How the Lean proofs carry out these steps

`total_valence_eq` is the double sum over all pairs, with `Finset.sum_comm` exchanging the order.

`hall_of_real_valences` has the displayed chain of sums as its `calc` block. `Finset.sum_subset` restricts the sum over all anions to $N(S)$, because `off_bond` makes the other terms zero. `Finset.sum_le_sum_of_subset_of_nonneg` supplies the inequality, and `exact_mod_cast` returns the result from real to natural numbers.

`exists_saturating_cations` contains the pairing argument. A cation unit is an element of `Σ i, Fin (p i)`, a cation together with a number below its valence; anion units are built in the same way. The statement `key` is the marriage condition, where `T.image Sigma.fst` is the set $S$ of cations represented in $T$. Mathlib's form of Hall's theorem, `Finset.all_card_le_biUnion_card_iff_exists_injective`, then yields the assignment `f`, its injectivity `hf` and its compatibility with the bonds `hmem`.

The bond order is the number of units `a` of cation `i` for which `f ⟨i, a⟩` lies on anion `j`. Three goals remain:

- Off a bond the count is zero, because `hmem` excludes such a pair.
- The cation sum follows from `Finset.card_eq_sum_card_fiberwise`, which sorts the units of a cation by the anion they reach.
- The anion bound follows from `Finset.card_le_card_of_injOn`: `f` maps the units counted at anion `j` injectively into its `q j` units.

In `integer_bond_orders_iff_hall`, the forward direction reads the natural bond orders as real numbers and applies `hall_of_real_valences`. The reverse direction takes the bond orders from the pairing lemma, proves equality of the totals as `htot`, and uses `Finset.sum_eq_sum_iff_of_le` to turn the anion bounds into equalities.

`real_valences_iff_integer_bond_orders` obtains equal totals from `total_valence_eq` and then combines the previous results. `hall_cations_iff_hall_anions` rewrites both Hall conditions as existence statements and transposes `s`; `bondedCations` gives the neighbours of an anion.

`equal_totals_not_sufficient` is the opening chain. It extracts $s_{01}=0$, $s_{00}+s_{01}=2$ and $s_{00}+s_{10}=1$, and `omega` finds the contradiction in the natural numbers.
